# The multiplier response can be eliminated from the coupled-cluster linear response function

When I compute a frequency-dependent polarizability with coupled-cluster response theory, I solve linear systems for the responses of the cluster amplitudes and then contract them with a few fixed vectors and one matrix. This route solves for no response of the Lagrange multipliers, although the response function can also be written in a form that contains one.

In symbols, a perturbation $X$ enters through a vector $\xi_X$, whose negative is the right-hand side of its amplitude equations, and a vector $\eta_X$, which couples to the amplitude responses. With $t_Y$ and $m_Y$ the amplitude and multiplier responses to a second perturbation $Y$ at frequency $w$, the response function is $\eta_X\cdot t_Y + m_Y\cdot\xi_X$. The claim is that $m_Y$ can be traded for the amplitude response $t_X$ to $X$ at frequency $-w$, with the help of a matrix $F$ of second derivatives of the Lagrangian:

$$\eta_X\cdot t_Y + m_Y\cdot\xi_X = \eta_X\cdot t_Y + \eta_Y\cdot t_X + t_X\cdot F\,t_Y .$$

Can this be made rigorous and machine-checked in Lean, with a clear account of where the symmetry of $F$ is needed?

## Moving the shifted Jacobian from the amplitudes to the multipliers

Yes. The identity follows from two linear equations, and it doesn't need a symmetric $F$. Symmetry matters when $X$ and $Y$ are exchanged.

Let $A$ be the coupled-cluster Jacobian, the derivative of the amplitude equations with respect to the amplitudes. These equations are taken as projected onto a basis biorthonormal to the excited configurations that the amplitudes multiply, so that the frequency enters with the unit matrix. Let $F$ be the matrix of second derivatives of the coupled-cluster Lagrangian with respect to the amplitudes. The dot is the plain sum of products, without complex conjugation. The two equations are

$$(A+w)\,t_X=-\xi_X,\qquad m_Y(A+w)=-(\eta_Y+F\,t_Y).$$

The first is the amplitude equation $(A-w')\,t_X=-\xi_X$ at $w'=-w$. In the second, $m_Y$ is a row vector. Replace $\xi_X$ by means of the first equation, let the matrix act to the left, and use the second:

$$m_Y\cdot\xi_X=-m_Y\cdot\big[(A+w)\,t_X\big]=-\big[m_Y(A+w)\big]\cdot t_X=(\eta_Y+F\,t_Y)\cdot t_X .$$

Adding $\eta_X\cdot t_Y$ to both sides gives the claim. The equation that defines $t_Y$ was never used. For $X=Y$ and $w=0$ there is a single amplitude response $t$, and the result becomes $2\,\eta\cdot t+t\cdot F\,t$.

Now exchange $X$ and $Y$ and reverse the sign of $w$. The same argument, which this time does use the amplitude equation of $Y$, gives

$$\eta_Y\cdot t_X+m_X\cdot\xi_Y=\eta_Y\cdot t_X+\eta_X\cdot t_Y+t_Y\cdot F\,t_X .$$

The two response functions differ only by $t_X\cdot F\,t_Y-t_Y\cdot F\,t_X$, which vanishes if $F^T=F$.

Conversely, suppose that $A+w$ and $A-w$ are invertible and that the exchange symmetry holds for every choice of the vectors $\xi$ and $\eta$. Prescribe the amplitude responses $t_X=e_i$ and $t_Y=e_j$ as unit vectors, read off the $\xi_X$ and $\xi_Y$ that produce them, and set $\eta_X=\eta_Y=0$. Invertibility supplies the multipliers, and the symmetry reduces to $F_{ij}=F_{ji}$.

The Lean file contains these statements and a numerical instance with two amplitudes.

```lean
import Mathlib

open Matrix

namespace CoupledClusterResponse

noncomputable section

/-- A perturbation as seen by coupled-cluster response theory: the vector `ξ`, whose negative is the
right-hand side of the amplitude equations, and the vector `η` that couples to the amplitude
response. -/
structure Perturbation (n : Type*) where
  ξ : n → ℂ
  η : n → ℂ

variable {n : Type*} [Fintype n]

/-- The linear response function of `X` to `Y`, written with the amplitude response `tY` and the
multiplier response `mY`. -/
def multiplierForm (X : Perturbation n) (tY mY : n → ℂ) : ℂ :=
  X.η ⬝ᵥ tY + mY ⬝ᵥ X.ξ

/-- The expression `ηX · tY + ηY · tX + tX · F tY`, which contains amplitude responses only. -/
def amplitudeForm (F : Matrix n n ℂ) (X Y : Perturbation n) (tX tY : n → ℂ) : ℂ :=
  X.η ⬝ᵥ tY + Y.η ⬝ᵥ tX + tX ⬝ᵥ (F *ᵥ tY)

variable [DecidableEq n]

/-- The amplitude response equation `(A - w) t = -ξ` at frequency `w`, with Jacobian `A`. -/
def IsAmplitudeResponse (A : Matrix n n ℂ) (w : ℂ) (X : Perturbation n) (t : n → ℂ) : Prop :=
  (A - w • (1 : Matrix n n ℂ)) *ᵥ t = -X.ξ

/-- The multiplier response equation `m (A + w) = -(η + F t)` at frequency `w`. -/
def IsMultiplierResponse (A F : Matrix n n ℂ) (w : ℂ) (X : Perturbation n)
    (t m : n → ℂ) : Prop :=
  m ᵥ* (A + w • (1 : Matrix n n ℂ)) = -(X.η + F *ᵥ t)

/-- The contraction of the multiplier response to `Y` with `ξ` of `X` equals the contraction of
`ηY + F tY` with the amplitude response to `X` at the opposite frequency. -/
theorem multiplier_contraction {A F : Matrix n n ℂ} {w : ℂ} {X Y : Perturbation n}
    {tX tY mY : n → ℂ} (hX : IsAmplitudeResponse A (-w) X tX)
    (hm : IsMultiplierResponse A F w Y tY mY) :
    mY ⬝ᵥ X.ξ = (Y.η + F *ᵥ tY) ⬝ᵥ tX := by
  unfold IsAmplitudeResponse at hX
  unfold IsMultiplierResponse at hm
  rw [neg_smul, sub_neg_eq_add] at hX
  calc mY ⬝ᵥ X.ξ = -(mY ⬝ᵥ ((A + w • (1 : Matrix n n ℂ)) *ᵥ tX)) := by
        rw [hX, dotProduct_neg, neg_neg]
    -- the shifted Jacobian now acts on the multipliers
    _ = -((mY ᵥ* (A + w • (1 : Matrix n n ℂ))) ⬝ᵥ tX) := by
        rw [Matrix.dotProduct_mulVec]
    _ = (Y.η + F *ᵥ tY) ⬝ᵥ tX := by
        rw [hm, neg_dotProduct, neg_neg]

/-- Elimination of the multiplier response: the linear response function equals the expression
in the amplitude responses to `X` at `-w` and to `Y` at `w`. The identity holds for any vector
`tY` that enters the multiplier equation. -/
theorem multiplierForm_eq_amplitudeForm {A F : Matrix n n ℂ} {w : ℂ} {X Y : Perturbation n}
    {tX tY mY : n → ℂ} (hX : IsAmplitudeResponse A (-w) X tX)
    (hm : IsMultiplierResponse A F w Y tY mY) :
    multiplierForm X tY mY = amplitudeForm F X Y tX tY := by
  unfold multiplierForm amplitudeForm
  rw [multiplier_contraction hX hm, add_dotProduct, dotProduct_comm (F *ᵥ tY) tX]
  ring

/-- The static response function of a perturbation with itself is `2 η · t + t · F t`. -/
theorem static_response {A F : Matrix n n ℂ} {X : Perturbation n} {t m : n → ℂ}
    (hX : IsAmplitudeResponse A 0 X t) (hm : IsMultiplierResponse A F 0 X t m) :
    multiplierForm X t m = 2 * (X.η ⬝ᵥ t) + t ⬝ᵥ (F *ᵥ t) := by
  have hX' : IsAmplitudeResponse A (-0) X t := by rwa [neg_zero]
  rw [multiplierForm_eq_amplitudeForm hX' hm]
  unfold amplitudeForm
  ring

/-- For symmetric `F` the linear response function is unchanged when the two perturbations are
exchanged and the frequency changes sign. -/
theorem exchange_symmetry {A F : Matrix n n ℂ} (hF : F.IsSymm) {w : ℂ}
    {X Y : Perturbation n} {tX tY mX mY : n → ℂ}
    (hX : IsAmplitudeResponse A (-w) X tX) (hY : IsAmplitudeResponse A w Y tY)
    (hmX : IsMultiplierResponse A F (-w) X tX mX)
    (hmY : IsMultiplierResponse A F w Y tY mY) :
    multiplierForm X tY mY = multiplierForm Y tX mX := by
  have hY' : IsAmplitudeResponse A (-(-w)) Y tY := by rwa [neg_neg]
  have hs : tX ⬝ᵥ (F *ᵥ tY) = tY ⬝ᵥ (F *ᵥ tX) := by
    rw [Matrix.dotProduct_mulVec, ← Matrix.mulVec_transpose, hF.eq, dotProduct_comm]
  rw [multiplierForm_eq_amplitudeForm hX hmY, multiplierForm_eq_amplitudeForm hY' hmX]
  unfold amplitudeForm
  rw [hs]
  ring

/-- The multiplier response equation has a solution whenever `A + w` is invertible. -/
theorem exists_multiplierResponse {A : Matrix n n ℂ} (F : Matrix n n ℂ) {w : ℂ}
    (h : IsUnit (A + w • (1 : Matrix n n ℂ)).det) (X : Perturbation n) (t : n → ℂ) :
    ∃ m, IsMultiplierResponse A F w X t m := by
  refine ⟨(-(X.η + F *ᵥ t)) ᵥ* (A + w • (1 : Matrix n n ℂ))⁻¹, ?_⟩
  unfold IsMultiplierResponse
  rw [Matrix.vecMul_vecMul, Matrix.nonsing_inv_mul _ h, Matrix.vecMul_one]

/-- Converse of the exchange symmetry: if `A + w` and `A - w` are invertible and the response
function has the exchange symmetry for all perturbations, then `F` is symmetric. -/
theorem isSymm_of_exchange_symmetry {A F : Matrix n n ℂ} {w : ℂ}
    (hp : IsUnit (A + w • (1 : Matrix n n ℂ)).det)
    (hn : IsUnit (A - w • (1 : Matrix n n ℂ)).det)
    (hex : ∀ (X Y : Perturbation n) (tX tY mX mY : n → ℂ),
      IsAmplitudeResponse A (-w) X tX → IsAmplitudeResponse A w Y tY →
      IsMultiplierResponse A F (-w) X tX mX → IsMultiplierResponse A F w Y tY mY →
      multiplierForm X tY mY = multiplierForm Y tX mX) :
    F.IsSymm := by
  have hn' : IsUnit (A + (-w) • (1 : Matrix n n ℂ)).det := by
    rwa [neg_smul, ← sub_eq_add_neg]
  refine Matrix.IsSymm.ext fun i j => ?_
  -- perturbations whose amplitude responses are the unit vectors `i` and `j`
  obtain ⟨X, hX, hX0⟩ : ∃ X : Perturbation n,
      IsAmplitudeResponse A (-w) X (Pi.single i 1) ∧ X.η = 0 :=
    ⟨⟨-((A - (-w) • (1 : Matrix n n ℂ)) *ᵥ Pi.single i 1), 0⟩, (neg_neg _).symm, rfl⟩
  obtain ⟨Y, hY, hY0⟩ : ∃ Y : Perturbation n,
      IsAmplitudeResponse A w Y (Pi.single j 1) ∧ Y.η = 0 :=
    ⟨⟨-((A - w • (1 : Matrix n n ℂ)) *ᵥ Pi.single j 1), 0⟩, (neg_neg _).symm, rfl⟩
  obtain ⟨mX, hmX⟩ := exists_multiplierResponse F hn' X (Pi.single i 1)
  obtain ⟨mY, hmY⟩ := exists_multiplierResponse F hp Y (Pi.single j 1)
  have hY' : IsAmplitudeResponse A (-(-w)) Y (Pi.single j 1) := by rwa [neg_neg]
  have h := hex X Y _ _ mX mY hX hY hmX hmY
  rw [multiplierForm_eq_amplitudeForm hX hmY, multiplierForm_eq_amplitudeForm hY' hmX] at h
  simpa [amplitudeForm, hX0, hY0, Matrix.col_apply] using h.symm

/-- A non-symmetric model Jacobian for two amplitudes. -/
def modelA : Matrix (Fin 2) (Fin 2) ℂ := !![3, 1; 0, 3]

/-- A symmetric model matrix `F` that couples the two amplitudes. -/
def modelF : Matrix (Fin 2) (Fin 2) ℂ := !![0, 1; 1, 0]

/-- The first model perturbation. -/
def modelX : Perturbation (Fin 2) := ⟨![-5, -4], ![1, 0]⟩

/-- The second model perturbation. -/
def modelY : Perturbation (Fin 2) := ⟨![-3, -2], ![3, 0]⟩

/-- The two-amplitude model satisfies the response equations of `modelX` at frequency `-1` and of
`modelY` at frequency `1` with a symmetric `F`, and its response function has the value `6`. -/
theorem exchange_symmetry_witness :
    modelF.IsSymm ∧
    IsAmplitudeResponse modelA (-1) modelX ![1, 1] ∧
    IsAmplitudeResponse modelA 1 modelY ![1, 1] ∧
    IsMultiplierResponse modelA modelF (-1) modelX ![1, 1] ![-1, 0] ∧
    IsMultiplierResponse modelA modelF 1 modelY ![1, 1] ![-1, 0] ∧
    multiplierForm modelX ![1, 1] ![-1, 0] = 6 := by
  refine ⟨Matrix.IsSymm.ext fun i j => ?_, funext fun i => ?_, funext fun i => ?_,
    funext fun i => ?_, funext fun i => ?_, ?_⟩
  · fin_cases i <;> fin_cases j <;> simp [modelF]
  · fin_cases i <;> simp [modelA, modelX, Matrix.mulVec, dotProduct, Fin.sum_univ_succ,
      Matrix.one_apply] <;> norm_num
  · simp only [Matrix.mulVec, dotProduct, Fin.sum_univ_two, Matrix.sub_apply,
      Matrix.smul_apply, Matrix.one_apply, Pi.neg_apply]
    fin_cases i <;> simp [modelA, modelY]
    norm_num
  · simp only [Matrix.mulVec, Matrix.vecMul, dotProduct, Fin.sum_univ_two, Matrix.add_apply,
      Matrix.smul_apply, Matrix.one_apply, Pi.neg_apply, Pi.add_apply]
    fin_cases i <;> simp [modelA, modelF, modelX]
    norm_num
  · simp only [Matrix.mulVec, Matrix.vecMul, dotProduct, Fin.sum_univ_two, Matrix.add_apply,
      Matrix.smul_apply, Matrix.one_apply, Pi.neg_apply, Pi.add_apply]
    fin_cases i <;> simp [modelA, modelF, modelY]
  · simp [multiplierForm, modelX, dotProduct, Fin.sum_univ_succ]
    norm_num

end

end CoupledClusterResponse
```

```lean
#print axioms CoupledClusterResponse.multiplierForm_eq_amplitudeForm
#print axioms CoupledClusterResponse.static_response
#print axioms CoupledClusterResponse.exchange_symmetry
#print axioms CoupledClusterResponse.isSymm_of_exchange_symmetry
```

```
'CoupledClusterResponse.multiplierForm_eq_amplitudeForm' depends on axioms: [propext, Classical.choice, Quot.sound]
'CoupledClusterResponse.static_response' depends on axioms: [propext, Classical.choice, Quot.sound]
'CoupledClusterResponse.exchange_symmetry' depends on axioms: [propext, Classical.choice, Quot.sound]
'CoupledClusterResponse.isSymm_of_exchange_symmetry' depends on axioms: [propext, Classical.choice, Quot.sound]
```

## What the Lean statements say about response theory

The finite type `n` labels the cluster amplitudes. A `Perturbation n` is a pair of complex vectors, `ξ` and `η`. `A` and `F` are arbitrary complex matrices, and `w` is a complex number, so damped response with a complex frequency is covered. The product `⬝ᵥ` is the unconjugated dot product used above, `*ᵥ` lets a matrix act on a column, and `ᵥ*` lets a row act on a matrix.

`IsAmplitudeResponse A w X t` says that $t$ solves $(A-w)\,t=-\xi_X$, and `IsMultiplierResponse A F w X t m` says that $m$ solves $m(A+w)=-(\eta_X+F\,t)$. These two definitions fix the sign conventions. Because they are equations and not formulas with inverse matrices, the main identity also applies at a frequency where $A+w$ is singular, provided that solutions exist there. If several multiplier vectors then solve the equation, all of them give the same response function, since the right-hand side of the identity doesn't contain $m_Y$.

The main theorem, `multiplierForm_eq_amplitudeForm`, has two hypotheses: `tX` is the amplitude response to `X` at `-w`, and `mY` is a multiplier response to `Y` at `w` built with the vector `tY`. It concludes that `multiplierForm`, the expression with the multipliers, equals `amplitudeForm`, the expression without them. `static_response` is its diagonal case at zero frequency.

`exchange_symmetry` adds the amplitude equation for `Y`, the multiplier equation for `X` and the hypothesis `F.IsSymm`. This means $F^T=F$ and not that $F$ is Hermitian. In coupled-cluster theory the condition holds because $F$ consists of second derivatives of the Lagrangian, and the order of the two amplitude derivatives doesn't matter. Here it is assumed.

`isSymm_of_exchange_symmetry` is the converse at one fixed frequency. Its hypothesis ranges over all pairs of vectors `ξ` and `η`, which is more than the handful of operators in a real calculation would supply. The two determinant conditions say that neither $w$ nor $-w$ is an eigenvalue of $A$, that is, a coupled-cluster excitation energy.

The file starts from given $A$, $F$, $\xi$ and $\eta$. It doesn't derive them from a Hamiltonian and a cluster operator, nor does it derive the response function itself. It also leaves out the symmetrisation under complex conjugation and reversal of all frequencies that is often applied to coupled-cluster response functions.

## How the Lean proofs follow the algebra

`multiplier_contraction` carries the main argument. Its first rewriting turns $A-(-w)$ into $A+w$. The `calc` block then has the same three equalities as the displayed chain: `rw [hX, ...]` uses the amplitude equation, `Matrix.dotProduct_mulVec` moves the matrix from the column to the row, and `rw [hm, ...]` uses the multiplier equation.

`multiplierForm_eq_amplitudeForm` inserts this result, distributes the dot product over $\eta_Y+F\,t_Y$, and reverses the order in $(F\,t_Y)\cdot t_X$. The tactic `ring` puts the three terms in order. `static_response` applies the theorem with both perturbations equal and collects the two equal terms.

In `exchange_symmetry`, the auxiliary statement `hs` is $t_X\cdot F\,t_Y=t_Y\cdot F\,t_X$, and the symmetry of $F$ enters there through `hF.eq`. The main theorem is then applied once to each response function.

`exists_multiplierResponse` solves the multiplier equation by multiplying its right-hand side by the inverse of $A+w$. The converse uses it twice, at `w` and at `-w`. The two `obtain` steps before that construct the perturbations whose amplitude responses are the unit vectors `Pi.single i 1` and `Pi.single j 1`. After the main theorem has been applied on both sides, `simpa` removes the terms with `η` and reads off the matrix entries.

`exchange_symmetry_witness` checks a case with numbers, component by component. The numbers are chosen for easy arithmetic and don't come from a molecule. At $w=1$ the non-symmetric Jacobian `modelA` and the symmetric `modelF` satisfy all the response equations, with both amplitude responses equal to $(1,1)$ and both multiplier responses equal to $(-1,0)$. The response function is $1+5=6$ with multipliers, and the amplitude expression gives $1+3+2=6$.

## Counting linear systems in a polarizability calculation

For a finite set of amplitudes with given response matrices, the identity lets a coupled-cluster code obtain the linear response function without solving for multiplier responses. The solver for the response equations then only needs products of $A$ with column vectors. The ground-state multipliers are still required, because $\eta$ and $F$ are built from them, and in their own equation $A$ acts on a row vector.

The saving depends on the property:

- For a static polarizability tensor, three amplitude responses replace three amplitude and three multiplier responses.
- For the full tensor at one nonzero real frequency, both routes take six linear systems: amplitude responses at $w$ and $-w$, or amplitude and multiplier responses at $w$.
- For a single $Y$ combined with many operators $X$, the multiplier route is shorter, since $t_Y$ and $m_Y$ serve every $X$.

A program that has both solvers can evaluate both expressions and compare them. They should agree to within the convergence of the linear solvers.

## The sign of the frequency in the response to X

An easy slip is to take $t_X$ at $w$ instead of $-w$. The multiplier equation contains $A+w$, so the amplitude equation that cancels it must contain $A+w$ too, and with the convention $(A-w)\,t=-\xi$ this means frequency $-w$. A static test can't reveal the error. In the two-amplitude example, the response to $X$ at the wrong frequency is $(3/2,\,2)$, and the amplitude expression gives $9$ instead of $6$.

The same slip can be made when the Lean theorem is stated, by writing the hypothesis `IsAmplitudeResponse A w X tX` instead of the one with `(-w)`. The main theorem would then be false, as the numbers above show, and could not be proved.
